# Equal hopping energies, different densities: one electron in a frontier pair on a ring

Put \(N=2m\) spinless, non-interacting electrons on a ring of \(M\) sites, with \(0<N<M\). Fill the plane waves with wave numbers \(|k|<m\), and place the last electron in a normalised combination of the waves \(m\) and \(-m\). The hopping energy is the same for every combination, but the density is not. A single plane wave gives \(N/M\) at every site \(x\), and the cosine gives
\[
n(x)=\frac NM+\frac1M\cos\frac{2\pi Nx}{M}.
\]

For positive hopping amplitude \(t\), these are degenerate ground states in the same (zero) site potential, so in this non-interacting model the potential alone does not fix the density. Density-functional calculations can meet the same ambiguity when a degenerate frontier level is only partly filled.

## Energy and density of the frontier orbital

Let \(\varphi_k(x)=e^{2\pi ikx/M}/\sqrt M\). The overlap of \(\varphi_k\) and \(\varphi_l\) is
\[
\frac1M\sum_x e^{2\pi i(l-k)x/M}=\delta_{kl}\qquad(|l-k|<M),
\]
because for \(k\ne l\) it is a geometric sum over a full period. All wave numbers in use differ by at most \(2m<M\). Hence \(f=a\varphi_m+b\varphi_{-m}\), with \(|a|^2+|b|^2=1\), is normalised and orthogonal to the filled waves.

Hopping multiplies \(\varphi_k\) by
\[
\varepsilon_k=-t\left(e^{2\pi ik/M}+e^{-2\pi ik/M}\right)=-2t\cos\frac{2\pi k}{M}.
\]
Since \(\varepsilon_m=\varepsilon_{-m}\), \(f\) is an eigenfunction too, and the total energy is \(\sum_{|k|<m}\varepsilon_k+\varepsilon_m\) for all \(a,b\).

The \(2m-1\) filled waves contribute \((2m-1)/M\) to the density. The last orbital adds
\[
|f(x)|^2=\frac1M+\frac2M\left[\mathrm{Re}(ab^*)\cos\frac{2\pi Nx}{M}-\mathrm{Im}(ab^*)\sin\frac{2\pi Nx}{M}\right].
\]
The choice \(a=1,\ b=0\) gives the uniform density. The choice \(a=b=1/\sqrt2\) gives \(f(x)=\sqrt{2/M}\cos(2\pi mx/M)\) and the modulated one.

Conversely, suppose the density is uniform. It sums to \(N\), so it equals \(N/M\) at every site. Site 0 gives \(\mathrm{Re}(ab^*)=0\), and site 1 gives \(\mathrm{Im}(ab^*)\sin(4\pi m/M)=0\). As \(0<4\pi m/M<2\pi\), the sine vanishes only for \(M=4m\). Otherwise \(ab^*=0\), and \(f\) is a single plane wave up to a phase. At \(M=4m\), \(a=1/\sqrt2,\ b=i/\sqrt2\) also gives a uniform density.

The smallest ring has \(M=3\), \(N=2\). The cosine gives densities \(1,\tfrac12,\tfrac12\), and the plane wave gives \(\tfrac23\) at each site.

## Orbitals, energy and density in Lean

Sites are elements of `ZMod M`, so \(x\pm1\) wraps around the ring.

```lean
import Mathlib

open Finset ComplexConjugate

namespace OpenShellRing

noncomputable section

variable {M : ℕ} [NeZero M]

/-- The normalised plane wave with integer wave number `k` on a ring of `M` sites. -/
def planeWave (M : ℕ) [NeZero M] (k : ℤ) (x : ZMod M) : ℂ :=
  ZMod.stdAddChar ((k : ZMod M) * x) / (Real.sqrt M : ℂ)
```

The arguments `a` and `b` may be any complex numbers; normalisation enters later as a hypothesis.

```lean
/-- The combination `a φ_m + b φ_{-m}` of the two frontier plane waves. -/
def frontier (M : ℕ) [NeZero M] (m : ℕ) (a b : ℂ) (x : ZMod M) : ℂ :=
  a * planeWave M (m : ℤ) x + b * planeWave M (-(m : ℤ)) x
```

The cosine has its own explicit formula, in which `x.val` is the site label from \(0\) to \(M-1\).

```lean
/-- The real cosine orbital with wave number `m`. -/
def cosineOrbital (M : ℕ) [NeZero M] (m : ℕ) (x : ZMod M) : ℂ :=
  ((Real.sqrt 2 / Real.sqrt M * Real.cos (2 * Real.pi * m * x.val / M) : ℝ) : ℂ)

/-- The inner product of two orbitals on the ring. -/
def overlap (f g : ZMod M → ℂ) : ℂ := ∑ x, conj (f x) * g x

/-- The nearest-neighbour hopping Hamiltonian with matrix element `-t`. -/
def hop (t : ℝ) (f : ZMod M → ℂ) (x : ZMod M) : ℂ := -t * (f (x + 1) + f (x - 1))
```

The function `level` is \(\varepsilon_k\).

```lean
/-- The tight-binding level `-2t cos(2πk/M)`, for `M > 0`. -/
def level (M : ℕ) (t : ℝ) (k : ℤ) : ℝ := -2 * t * Real.cos (2 * Real.pi * k / M)
```

Energy and density are sums over occupied orbitals, with `Ioo (-(m : ℤ)) m` the range \(|k|<m\). Reading them as properties of a many-electron state takes one further step: the Slater determinant of these orbitals, which is not constructed here.

```lean
/-- The hopping energy with all `|k| < m` and the orbital `f` occupied. -/
def energy (t : ℝ) (m : ℕ) (f : ZMod M → ℂ) : ℂ :=
  (∑ k ∈ Ioo (-(m : ℤ)) m, overlap (planeWave M k) (hop t (planeWave M k)))
    + overlap f (hop t f)

/-- The site density with all `|k| < m` and the orbital `f` occupied. -/
def density (m : ℕ) (f : ZMod M → ℂ) (x : ZMod M) : ℝ :=
  (∑ k ∈ Ioo (-(m : ℤ)) m, Complex.normSq (planeWave M k x)) + Complex.normSq (f x)
```

## Plane waves and their levels

The first two lemmas turn lattice phases into cosines and sines.

```lean
/-- The lattice phase factor has the angle `2πj/M`. -/
theorem phase (j : ℤ) : ZMod.stdAddChar (j : ZMod M) =
    (Real.cos (2 * Real.pi * j / M) : ℂ)
      + (Real.sin (2 * Real.pi * j / M) : ℂ) * Complex.I := by
  have h : 2 * (Real.pi : ℂ) * Complex.I * (j : ℂ) / (M : ℂ)
      = ((2 * Real.pi * j / M : ℝ) : ℂ) * Complex.I := by
    push_cast
    ring
  rw [ZMod.stdAddChar_coe, h, Complex.exp_mul_I, Complex.ofReal_cos, Complex.ofReal_sin]

/-- A frontier orbital is a superposition of two opposite phases. -/
theorem frontier_apply (m : ℕ) (a b : ℂ) (x : ZMod M) : frontier M m a b x =
    (a * ((Real.cos (2 * Real.pi * m * x.val / M) : ℂ)
        + (Real.sin (2 * Real.pi * m * x.val / M) : ℂ) * Complex.I)
      + b * ((Real.cos (2 * Real.pi * m * x.val / M) : ℂ)
        - (Real.sin (2 * Real.pi * m * x.val / M) : ℂ) * Complex.I))
      / (Real.sqrt M : ℂ) := by
  have h1 : ((m : ℤ) : ZMod M) * x = (((m : ℤ) * (x.val : ℤ) : ℤ) : ZMod M) := by
    rw [Int.cast_mul, Int.cast_natCast x.val, ZMod.natCast_zmod_val]
  have h2 : ((-(m : ℤ) : ℤ) : ZMod M) * x
      = ((-((m : ℤ) * (x.val : ℤ)) : ℤ) : ZMod M) := by
    rw [Int.cast_neg, Int.cast_neg, neg_mul, h1]
  have h3 : 2 * Real.pi * (((m : ℤ) * (x.val : ℤ) : ℤ) : ℝ) / M
      = 2 * Real.pi * m * x.val / M := by
    rw [Int.cast_mul, Int.cast_natCast, Int.cast_natCast]
    ring
  have h4 : 2 * Real.pi * ((-((m : ℤ) * (x.val : ℤ)) : ℤ) : ℝ) / M
      = -(2 * Real.pi * m * x.val / M) := by
    rw [Int.cast_neg, ← h3]
    ring
  simp only [frontier, planeWave]
  rw [h1, h2, phase, phase, h3, h4, Real.cos_neg, Real.sin_neg, Complex.ofReal_neg]
  ring
```

For orthonormality, `AddChar.sum_mulShift` evaluates the phase sum. The remaining case split shows that \(M\) cannot divide a nonzero \(l-k\) smaller than \(M\) in size.

```lean
/-- Plane waves whose wave numbers differ by less than `M` are orthonormal. -/
theorem overlap_planeWave (k l : ℤ) (h1 : l - k < M) (h2 : k - l < M) :
    overlap (planeWave M k) (planeWave M l) = if k = l then 1 else 0 := by
  have hconj (y : ZMod M) : conj (ZMod.stdAddChar y : ℂ) = ZMod.stdAddChar (-y) := by
    obtain ⟨j, rfl⟩ := ZMod.intCast_surjective y
    have e : 2 * Real.pi * ((-j : ℤ) : ℝ) / M = -(2 * Real.pi * j / M) := by
      push_cast
      ring
    rw [← Int.cast_neg, phase, phase, e, Real.cos_neg, Real.sin_neg]
    simp only [map_add, map_mul, Complex.conj_ofReal, Complex.conj_I, Complex.ofReal_neg]
    ring
  have h (x : ZMod M) : conj (planeWave M k x) * planeWave M l x
      = ZMod.stdAddChar (x * ((l - k : ℤ) : ZMod M)) / (M : ℂ) := by
    have hs : (Real.sqrt M : ℂ) * (Real.sqrt M : ℂ) = (M : ℂ) := by
      rw [← Complex.ofReal_mul, Real.mul_self_sqrt (Nat.cast_nonneg M),
        Complex.ofReal_natCast]
    have e : x * ((l - k : ℤ) : ZMod M) = -((k : ZMod M) * x) + (l : ZMod M) * x := by
      push_cast
      ring
    rw [planeWave, planeWave, map_div₀, Complex.conj_ofReal, hconj, div_mul_div_comm, hs,
      ← AddChar.map_add_eq_mul, e]
  simp only [overlap, h]
  -- the sum of a nontrivial character over the ring vanishes
  rw [← sum_div, AddChar.sum_mulShift _ (ZMod.isPrimitive_stdAddChar M)]
  by_cases hkl : k = l
  · subst hkl
    simp [NeZero.ne M]
  · have hne : ((l - k : ℤ) : ZMod M) ≠ 0 := by
      intro e
      obtain ⟨q, hq⟩ := (CharP.intCast_eq_zero_iff (ZMod M) M (l - k)).1 e
      have hM : (0 : ℤ) ≤ M := Int.natCast_nonneg M
      rcases lt_trichotomy q 0 with h0 | h0 | h0
      · have := mul_le_mul_of_nonneg_left (show q ≤ -1 by omega) hM
        linarith
      · rw [h0, mul_zero] at hq
        omega
      · have := mul_le_mul_of_nonneg_left (show 1 ≤ q by omega) hM
        linarith
    rw [if_neg hne, if_neg hkl]
    simp
```

The eigenvalue equation follows by splitting off the phase of one step in each direction.

```lean
/-- Each plane wave is an eigenstate of hopping with its tight-binding level. -/
theorem hop_planeWave (t : ℝ) (k : ℤ) (x : ZMod M) :
    hop t (planeWave M k) x = (level M t k : ℂ) * planeWave M k x := by
  have e1 : (k : ZMod M) * (x + 1) = k * x + k := by ring
  have e2 : (k : ZMod M) * (x - 1) = k * x + ((-k : ℤ) : ZMod M) := by
    push_cast
    ring
  have e3 : 2 * Real.pi * ((-k : ℤ) : ℝ) / M = -(2 * Real.pi * k / M) := by
    push_cast
    ring
  simp only [hop, planeWave, level]
  rw [e1, e2, AddChar.map_add_eq_mul, AddChar.map_add_eq_mul, phase k, phase (-k), e3,
    Real.cos_neg, Real.sin_neg]
  push_cast
  ring
```

The next lemma shows that the filling follows the order of the levels when \(t\ge0\), because cosine decreases on \([0,\pi]\). The energy equality itself holds for either sign of \(t\).

```lean
/-- For `t ≥ 0` the levels do not decrease with `|k|` up to the zone boundary `M/2`. -/
theorem level_mono {t : ℝ} (ht : 0 ≤ t) {k q : ℤ} (hkq : |k| ≤ |q|) (hq : 2 * |q| ≤ M) :
    level M t k ≤ level M t q := by
  have hM : (0 : ℝ) < M := by exact_mod_cast NeZero.pos M
  have e (j : ℤ) : Real.cos (2 * Real.pi * j / M)
      = Real.cos (2 * Real.pi * |(j : ℝ)| / M) := by
    rw [← Real.cos_abs (2 * Real.pi * j / M), abs_div, abs_mul,
      abs_of_pos (show 0 < 2 * Real.pi by positivity), abs_of_pos hM]
  have h1 : |(k : ℝ)| ≤ |(q : ℝ)| := by exact_mod_cast hkq
  have h2 : 2 * |(q : ℝ)| ≤ M := by exact_mod_cast hq
  have hc : Real.cos (2 * Real.pi * q / M) ≤ Real.cos (2 * Real.pi * k / M) := by
    rw [e k, e q]
    apply Real.cos_le_cos_of_nonneg_of_le_pi (by positivity)
    · rw [div_le_iff₀ hM]
      nlinarith [mul_le_mul_of_nonneg_left h2 Real.pi_pos.le]
    · gcongr
  simp only [level]
  nlinarith [mul_le_mul_of_nonneg_left hc ht]
```

## The occupied set and its energy

Overlaps with `frontier` expand into plane-wave overlaps; `omega` checks the wave-number bounds, and `hab` supplies the norm.

```lean
/-- For `0 < 2m < M` and `|a|² + |b|² = 1` the occupied orbitals are orthonormal. -/
theorem orthonormal {m : ℕ} (hm : 0 < m) (h : 2 * m < M) {a b : ℂ}
    (hab : Complex.normSq a + Complex.normSq b = 1) :
    (∀ k ∈ Ioo (-(m : ℤ)) m, ∀ l ∈ Ioo (-(m : ℤ)) m,
      overlap (planeWave M k) (planeWave M l) = if k = l then 1 else 0) ∧
    (∀ k ∈ Ioo (-(m : ℤ)) m, overlap (planeWave M k) (frontier M m a b) = 0) ∧
    overlap (frontier M m a b) (frontier M m a b) = 1 := by
  refine ⟨fun k hk l hl => ?_, fun k hk => ?_, ?_⟩
  · rw [mem_Ioo] at hk hl
    exact overlap_planeWave k l (by omega) (by omega)
  · rw [mem_Ioo] at hk
    have e : overlap (planeWave M k) (frontier M m a b)
        = a * overlap (planeWave M k) (planeWave M m)
          + b * overlap (planeWave M k) (planeWave M (-(m : ℤ))) := by
      simp only [overlap, frontier, mul_sum, ← sum_add_distrib]
      exact sum_congr rfl fun x _ => by ring
    rw [e, overlap_planeWave _ _ (by omega) (by omega),
      overlap_planeWave _ _ (by omega) (by omega), if_neg (by omega), if_neg (by omega)]
    ring
  · have e : overlap (frontier M m a b) (frontier M m a b)
        = conj a * a * overlap (planeWave M m) (planeWave M m)
          + conj a * b * overlap (planeWave M m) (planeWave M (-(m : ℤ)))
          + conj b * a * overlap (planeWave M (-(m : ℤ))) (planeWave M m)
          + conj b * b * overlap (planeWave M (-(m : ℤ))) (planeWave M (-(m : ℤ))) := by
      simp only [overlap, frontier, mul_sum, ← sum_add_distrib]
      exact sum_congr rfl fun x _ => by
        simp only [map_add, map_mul]
        ring
    have hab' : ((Complex.normSq a + Complex.normSq b : ℝ) : ℂ) = 1 := by
      rw [hab, Complex.ofReal_one]
    rw [Complex.ofReal_add, Complex.normSq_eq_conj_mul_self,
      Complex.normSq_eq_conj_mul_self] at hab'
    rw [e, overlap_planeWave _ _ (by omega) (by omega),
      overlap_planeWave _ _ (by omega) (by omega),
      overlap_planeWave _ _ (by omega) (by omega),
      overlap_planeWave _ _ (by omega) (by omega),
      if_pos rfl, if_neg (by omega), if_neg (by omega), if_pos rfl]
    linear_combination hab'
```

Here `hs` says that a normalised eigenfunction has its eigenvalue as energy, and `hf` applies the shared level to the frontier orbital. The energy is complex-valued by type, and the theorem equates it to a real number.

```lean
/-- For `0 < 2m < M` every normalised frontier orbital gives the same total energy,
the sum of the occupied levels. -/
theorem energy_frontier (t : ℝ) {m : ℕ} (hm : 0 < m) (h : 2 * m < M) {a b : ℂ}
    (hab : Complex.normSq a + Complex.normSq b = 1) :
    energy t m (frontier M m a b)
      = (((∑ k ∈ Ioo (-(m : ℤ)) m, level M t k) + level M t m : ℝ) : ℂ) := by
  have hs (f : ZMod M → ℂ) (E : ℝ) (hE : ∀ x, hop t f x = (E : ℂ) * f x)
      (hn : overlap f f = 1) : overlap f (hop t f) = (E : ℂ) := by
    calc overlap f (hop t f) = (E : ℂ) * overlap f f := by
          simp only [overlap, mul_sum, hE]
          exact sum_congr rfl fun x _ => by ring
      _ = (E : ℂ) := by rw [hn, mul_one]
  -- the wave numbers m and -m share one level
  have hl : level M t (-(m : ℤ)) = level M t m := by
    simp only [level, Int.cast_neg, mul_neg, neg_div, Real.cos_neg]
  have hf (x : ZMod M) : hop t (frontier M m a b) x
      = (level M t m : ℂ) * frontier M m a b x := by
    have h1 := hop_planeWave t (m : ℤ) x
    have h2 := hop_planeWave t (-(m : ℤ)) x
    rw [hl] at h2
    simp only [hop, frontier] at h1 h2 ⊢
    linear_combination a * h1 + b * h2
  obtain ⟨ho, -, hn⟩ := orthonormal hm h hab
  rw [energy, hs _ _ hf hn, sum_congr rfl (fun k hk => hs _ _ (hop_planeWave t k)
    ((ho k hk k hk).trans (if_pos rfl))), Complex.ofReal_add, Complex.ofReal_sum]
```

## Interference in the density

After the double-angle formulas, the last line combines \(\cos^2+\sin^2=1\) with the normalisation.

```lean
/-- For `m > 0` and `|a|² + |b|² = 1` the density is `2m/M` plus the interference
of the two frontier waves. -/
theorem density_frontier {m : ℕ} (hm : 0 < m) {a b : ℂ}
    (hab : Complex.normSq a + Complex.normSq b = 1) (x : ZMod M) :
    density m (frontier M m a b) x = 2 * m / M + 2 / M *
      ((a * conj b).re * Real.cos (2 * Real.pi * (2 * m) * x.val / M)
        - (a * conj b).im * Real.sin (2 * Real.pi * (2 * m) * x.val / M)) := by
  have hp (k : ℤ) : Complex.normSq (planeWave M k x) = 1 / M := by
    obtain ⟨j, hj⟩ := ZMod.intCast_surjective ((k : ZMod M) * x)
    rw [planeWave, ← hj, phase, Complex.normSq_div, Complex.normSq_add_mul_I,
      Real.cos_sq_add_sin_sq, Complex.normSq_ofReal, Real.mul_self_sqrt (Nat.cast_nonneg M)]
  have hc : (Ioo (-(m : ℤ)) m).card + 1 = 2 * m := by
    rw [Int.card_Ioo]
    omega
  have hc' : ((Ioo (-(m : ℤ)) m).card : ℝ) = 2 * m - 1 :=
    eq_sub_of_add_eq (by exact_mod_cast hc)
  have e : 2 * Real.pi * (2 * m) * x.val / M = 2 * (2 * Real.pi * m * x.val / M) := by ring
  have hcs := Real.cos_sq_add_sin_sq (2 * Real.pi * m * x.val / M)
  rw [density, sum_congr rfl (fun k _ => hp k), sum_const, nsmul_eq_mul, hc',
    frontier_apply, Complex.normSq_div, Complex.normSq_ofReal,
    Real.mul_self_sqrt (Nat.cast_nonneg M), e, Real.cos_two_mul', Real.sin_two_mul]
  generalize Real.cos (2 * Real.pi * m * x.val / M) = c at hcs ⊢
  generalize Real.sin (2 * Real.pi * m * x.val / M) = s at hcs ⊢
  simp only [Complex.normSq_apply, Complex.add_re, Complex.add_im, Complex.sub_re,
    Complex.sub_im, Complex.mul_re, Complex.mul_im, Complex.ofReal_re, Complex.ofReal_im,
    Complex.I_re, Complex.I_im, Complex.conj_re, Complex.conj_im] at hab ⊢
  linear_combination (a.re ^ 2 + a.im ^ 2 + b.re ^ 2 + b.im ^ 2) / M * hcs + 1 / M * hab
```

The main theorem identifies both orbitals as frontier combinations (`hcos`, `hpw`) and specialises the general results.

```lean
/-- For `N = 2m` electrons with `0 < N < M`, the normalised cosine and the plane wave give
equal hopping energy, but densities `N/M + cos(2πNx/M)/M` and `N/M`. -/
theorem open_shell_densities (t : ℝ) {m : ℕ} (hm : 0 < m) (h : 2 * m < M) :
    overlap (cosineOrbital M m) (cosineOrbital M m) = 1 ∧
    energy t m (cosineOrbital M m) = energy t m (planeWave M m) ∧
    (∀ x : ZMod M, density m (planeWave M m) x = 2 * m / M) ∧
    ∀ x : ZMod M, density m (cosineOrbital M m) x
      = 2 * m / M + Real.cos (2 * Real.pi * (2 * m) * x.val / M) / M := by
  have hs : Real.sqrt 2 * Real.sqrt 2 = 2 := Real.mul_self_sqrt (by norm_num)
  -- both orbitals belong to the frontier pair
  have hcos : cosineOrbital M m = frontier M m ((Real.sqrt 2 / 2 : ℝ) : ℂ)
      ((Real.sqrt 2 / 2 : ℝ) : ℂ) := by
    funext x
    rw [frontier_apply, cosineOrbital]
    simp only [Complex.ofReal_mul, Complex.ofReal_div, Complex.ofReal_ofNat]
    ring
  have hpw : planeWave M (m : ℤ) = frontier M m 1 0 := by
    funext x
    simp only [frontier, one_mul, zero_mul, add_zero]
  have n1 : Complex.normSq ((Real.sqrt 2 / 2 : ℝ) : ℂ)
      + Complex.normSq ((Real.sqrt 2 / 2 : ℝ) : ℂ) = 1 := by
    rw [Complex.normSq_ofReal]
    linear_combination (1 / 2) * hs
  have n2 : Complex.normSq 1 + Complex.normSq 0 = 1 := by
    rw [map_one, map_zero, add_zero]
  have hw : ((Real.sqrt 2 / 2 : ℝ) : ℂ) * conj ((Real.sqrt 2 / 2 : ℝ) : ℂ)
      = ((1 / 2 : ℝ) : ℂ) := by
    rw [Complex.conj_ofReal, ← Complex.ofReal_mul]
    congr 1
    linear_combination (1 / 4) * hs
  rw [hcos, hpw]
  refine ⟨(orthonormal hm h n1).2.2, ?_, fun x => ?_, fun x => ?_⟩
  · rw [energy_frontier t hm h n1, energy_frontier t hm h n2]
  · rw [density_frontier hm n2, map_zero, mul_zero, Complex.zero_re, Complex.zero_im]
    ring
  · rw [density_frontier hm n1, hw, Complex.ofReal_re, Complex.ofReal_im]
    ring
```

In the converse, a vanishing sine at site 1 yields an integer \(n\) with \(nM=4m\). The bounds force \(n=1\), which `h4` excludes.

```lean
/-- For `0 < 2m < M`, `M ≠ 4m` and `|a|² + |b|² = 1`, the density is uniform exactly when
the frontier orbital is a single plane wave. -/
theorem uniform_iff {m : ℕ} (hm : 0 < m) (h : 2 * m < M) (h4 : M ≠ 4 * m) {a b : ℂ}
    (hab : Complex.normSq a + Complex.normSq b = 1) :
    (∀ x : ZMod M, density m (frontier M m a b) x = 2 * m / M) ↔ a = 0 ∨ b = 0 := by
  have hM : (M : ℝ) ≠ 0 := Nat.cast_ne_zero.2 (NeZero.ne M)
  constructor
  · intro hU
    have hb (x : ZMod M) :
        (a * conj b).re * Real.cos (2 * Real.pi * (2 * m) * x.val / M)
          - (a * conj b).im * Real.sin (2 * Real.pi * (2 * m) * x.val / M) = 0 := by
      have hx := hU x
      rw [density_frontier hm hab] at hx
      exact (mul_eq_zero.1 (add_eq_left.1 hx)).resolve_left (div_ne_zero two_ne_zero hM)
    -- site 0 removes the real part, site 1 the imaginary part
    have hre : (a * conj b).re = 0 := by
      have h0 := hb 0
      rw [ZMod.val_zero, Nat.cast_zero, mul_zero, zero_div, Real.cos_zero,
        Real.sin_zero] at h0
      linarith
    have h1 := hb ((1 : ℕ) : ZMod M)
    rw [ZMod.val_natCast_of_lt (by omega), hre, zero_mul, zero_sub, neg_eq_zero] at h1
    have him : (a * conj b).im = 0 := by
      refine (mul_eq_zero.1 h1).resolve_right fun hsin => ?_
      obtain ⟨n, hn⟩ := Real.sin_eq_zero_iff.1 hsin
      rw [eq_div_iff hM, Nat.cast_one] at hn
      have hr : (n : ℝ) * M = 4 * m := by
        apply mul_left_cancel₀ Real.pi_ne_zero
        linear_combination hn
      have hz : n * (M : ℤ) = 4 * m := by exact_mod_cast hr
      have hlow : 0 < n := by
        by_contra hc
        nlinarith [mul_nonneg (show 0 ≤ -n by omega) (Int.natCast_nonneg M)]
      have hup : n < 2 := by
        by_contra hc
        nlinarith [mul_nonneg (show 0 ≤ n - 2 by omega) (Int.natCast_nonneg M)]
      have hn1 : n = 1 := by omega
      rw [hn1, one_mul] at hz
      omega
    have hw : a * conj b = 0 := Complex.ext hre him
    exact (mul_eq_zero.1 hw).imp_right fun hb0 => (map_eq_zero (starRingEnd ℂ)).1 hb0
  · intro h0 x
    have hw : a * conj b = 0 := by
      rcases h0 with h0 | h0
      · rw [h0, zero_mul]
      · rw [h0, map_zero, mul_zero]
    rw [density_frontier hm hab, hw, Complex.zero_re, Complex.zero_im]
    ring

end

end OpenShellRing
```

```lean
#print axioms OpenShellRing.level_mono
-- 'OpenShellRing.level_mono' depends on axioms: [propext, Classical.choice, Quot.sound]
#print axioms OpenShellRing.open_shell_densities
-- 'OpenShellRing.open_shell_densities' depends on axioms: [propext, Classical.choice, Quot.sound]
#print axioms OpenShellRing.uniform_iff
-- 'OpenShellRing.uniform_iff' depends on axioms: [propext, Classical.choice, Quot.sound]
```
